# Exchange factors u + P satisfy the Yang–Baxter equation when the middle parameter is the sum of the outer two

Take three particles labelled 0, 1, 2, and let $P_{ij}$ exchange particles $i$ and $j$. With the rightmost exchange acting first, the products of two different exchanges are only two permutations, the three-cycles

$$C=P_{01}P_{02}=P_{02}P_{12}=P_{12}P_{01},\qquad C'=P_{02}P_{01}=P_{01}P_{12}=P_{12}P_{02}.$$

Both triple products $P_{01}P_{02}P_{12}$ and $P_{12}P_{02}P_{01}$ equal $P_{02}$. Multiplying out with the parameters 1, 3, 2 therefore gives

$$(1+P_{01})(3+P_{02})(2+P_{12})=6+6P_{01}+3P_{02}+3P_{12}+3C+3C'.$$

Reversing the order of the factors interchanges $C$ and $C'$ and leaves the rest alone. Since their coefficients are equal, the two orders agree. If the middle 3 is replaced by 2, the cyclic part becomes $3C+2C'$ in one order and $2C+3C'$ in the other, and the results differ by $C-C'$.

In one-dimensional models whose many-body scattering is a product of two-body factors of this form, the identity makes the two possible orders of the three pair collisions equivalent. It is an algebraic consistency condition, and no Hamiltonian is involved in it.

## Parameters that commute

The parameters $u,v,w$ lie in a commutative ring `R`, for instance the real or complex numbers. The operators lie in an `R`-algebra `A`, which need not be commutative. The type `α` holds the particle labels, in any number.

```lean
import Mathlib

open Equiv (Perm swap)

namespace YangBaxterExchange

noncomputable section

variable {R α A : Type*} [CommRing R] [DecidableEq α] [Ring A] [Algebra R A]
```

By hand, commutativity is used whenever coefficients such as $uwv$ and $vwu$ are identified. In the proof, the tactic `module` does this. For parameters that do not commute, the constant terms of the two orders would be $u(u+v)v$ and $v(u+v)u$, which need not agree.

## Exchanges that compose as permutations

The map `ρ : Perm α →* A` is a representation: it sends the identity to 1 and products to products. Physically, successive exchanges act as the combined relabelling does. The scattering factor is $F_{ij}(u)=u\,1+P_{ij}$ with $P_{ij}=\rho(\text{swap } i\, j)$.

```lean
/-- The two-particle exchange scattering factor `u + P_ij`, where the permutations of the
particles are represented in an algebra by `ρ`. -/
def exchangeFactor (ρ : Perm α →* A) (u : R) (i j : α) : A :=
  u • (1 : A) + ρ (swap i j)
```

The concrete representation `permOp` acts on wavefunctions $\psi(x)$, where a configuration $x$ assigns a one-particle state in `S` to each particle. It is defined by $(\rho(\sigma)\psi)(x)=\psi(x\circ\sigma)$. These are arbitrary functions, with no normalisation and no symmetry imposed.

```lean
/-- The action of particle permutations on many-particle wavefunctions: the arguments of the
wavefunction are permuted. Here `α` labels the particles and `S` the one-particle states. -/
def permOp (R α S : Type*) [CommRing R] : Perm α →* Module.End R ((α → S) → R) where
  toFun σ :=
    { toFun := fun ψ x => ψ (x ∘ σ)
      map_add' := fun _ _ => rfl
      map_smul' := fun _ _ => rfl }
  map_one' := rfl
  map_mul' _ _ := rfl
```

The relations for the three-cycles follow from the rule $\sigma P_{xy}=P_{\sigma(x)\sigma(y)}\,\sigma$, read here for permutations. For distinct $i,j,k$, moving $P_{ik}$ to the right past $P_{jk}$ turns the latter into $P_{ji}$, so $P_{ik}P_{jk}=P_{ij}P_{ik}$. The other three equalities arise in the same way. In Lean the rule is `Equiv.mul_swap_eq_swap_mul`, and the remaining rewrites evaluate the exchange on each label.

```lean
/-- For three distinct particles, the products of two different exchanges fall into two groups
of three equal products. -/
theorem exchange_products {i j k : α} (hij : i ≠ j) (hik : i ≠ k) (hjk : j ≠ k) :
    (swap i k * swap j k = swap i j * swap i k ∧ swap j k * swap i j = swap i j * swap i k) ∧
    (swap i j * swap j k = swap i k * swap i j ∧ swap j k * swap i k = swap i k * swap i j) := by
  refine ⟨⟨?_, ?_⟩, ?_, ?_⟩
  · rw [Equiv.mul_swap_eq_swap_mul (swap i k) j k, Equiv.swap_apply_right,
      Equiv.swap_apply_of_ne_of_ne hij.symm hjk, Equiv.swap_comm j i]
  · rw [Equiv.mul_swap_eq_swap_mul (swap i j) i k, Equiv.swap_apply_left,
      Equiv.swap_apply_of_ne_of_ne hik.symm hjk.symm]
  · rw [Equiv.mul_swap_eq_swap_mul (swap i j) j k, Equiv.swap_apply_right,
      Equiv.swap_apply_of_ne_of_ne hik.symm hjk.symm]
  · rw [Equiv.mul_swap_eq_swap_mul (swap i k) i j, Equiv.swap_apply_left,
      Equiv.swap_apply_of_ne_of_ne hij.symm hjk, Equiv.swap_comm k j]
```

Operators that merely square to one are not enough. If $P_{ij}$, $P_{ik}$, $P_{jk}$ are replaced by the Pauli matrix $\sigma_x$, the identity and the Pauli matrix $\sigma_z$, and the middle parameter is $u+v$, the two orders differ by $(u+v+1)(\sigma_x\sigma_z-\sigma_z\sigma_x)$, which is nonzero for complex parameters unless $u+v=-1$.

## Labels that may coincide

Write $a=P_{ij}$, $b=P_{ik}$, $d=P_{jk}$, and leave the middle parameter $w$ free. Then

$$(u+a)(w+b)(v+d)=uwv+uw\,d+uv\,b+wv\,a+u\,bd+w\,ad+v\,ab+abd.$$

```lean
/-- Expansion of the product of three factors `u + a`, `w + b` and `v + d`, where `a`, `b`, `d` are
any elements of the algebra. -/
theorem triple_expand (u w v : R) (a b d : A) :
    (u • (1 : A) + a) * (w • (1 : A) + b) * (v • (1 : A) + d) =
      (u * w * v) • (1 : A) + (u * w) • d + (u * v) • b + (w * v) • a
        + u • (b * d) + w • (a * d) + v • (a * b) + a * b * d := by
  simp only [add_mul, mul_add, smul_mul_assoc, mul_smul_comm, one_mul, mul_one]
  module
```

The reversed product has the same constant and linear terms, followed by $v\,ba+w\,da+u\,db+dba$. For distinct labels, $ab=bd=da$ and $ba=ad=db$. Hence $abd=(bd)d=b$ and $dba=(ba)a=b$, so the cubic terms cancel in the difference. What remains is

$$(u+v)ab+w\,ba-(u+v)ba-w\,ab=(u+v-w)(ab-ba).$$

This formula needs no distinctness. If $i=j$, then $a=1$ and $b=d$; if $i=k$, then $b=1$ and $a=d$; if $j=k$, then $d=1$ and $a=b$. In each case all factors commute and both sides vanish.

```lean
/-- With an arbitrary parameter `w` in the middle factor, the two orders of scattering differ by
`u + v - w` times the commutator of two exchanges. -/
theorem scattering_defect (ρ : Perm α →* A) (u w v : R) (i j k : α) :
    exchangeFactor ρ u i j * exchangeFactor ρ w i k * exchangeFactor ρ v j k
      - exchangeFactor ρ v j k * exchangeFactor ρ w i k * exchangeFactor ρ u i j =
    (u + v - w) • (ρ (swap i j) * ρ (swap i k) - ρ (swap i k) * ρ (swap i j)) := by
  have hself : ∀ x : α, ρ (swap x x) = 1 := fun x => by
    rw [Equiv.swap_self]
    exact map_one ρ
  have hsq : ∀ x y : α, ρ (swap x y) * ρ (swap x y) = 1 := fun x y => by
    rw [← map_mul, Equiv.swap_mul_self, map_one]
  unfold exchangeFactor
  rw [triple_expand, triple_expand]
  -- coinciding labels: one exchange is the identity and everything commutes
  by_cases hij : i = j
  · subst hij
    simp only [hself, one_mul, mul_one]
    module
  by_cases hik : i = k
  · subst hik
    rw [Equiv.swap_comm j i]
    simp only [hself, one_mul, mul_one]
    module
  by_cases hjk : j = k
  · subst hjk
    simp only [hself, one_mul, mul_one]
    module
  -- distinct labels: reduce all products to the two three-cycles
  obtain ⟨⟨p1, p2⟩, p3, p4⟩ := exchange_products hij hik hjk
  have h1 : ρ (swap i k) * ρ (swap j k) = ρ (swap i j) * ρ (swap i k) := by
    rw [← map_mul, ← map_mul, p1]
  have h2 : ρ (swap j k) * ρ (swap i j) = ρ (swap i j) * ρ (swap i k) := by
    rw [← map_mul, ← map_mul, p2]
  have h3 : ρ (swap i j) * ρ (swap j k) = ρ (swap i k) * ρ (swap i j) := by
    rw [← map_mul, ← map_mul, p3]
  have h4 : ρ (swap j k) * ρ (swap i k) = ρ (swap i k) * ρ (swap i j) := by
    rw [← map_mul, ← map_mul, p4]
  -- both triple exchanges equal the exchange of the outer pair
  have c1 : ρ (swap i j) * ρ (swap i k) * ρ (swap j k) = ρ (swap i k) := by
    rw [← h1, mul_assoc, hsq, mul_one]
  have c2 : ρ (swap j k) * ρ (swap i k) * ρ (swap i j) = ρ (swap i k) := by
    rw [h4, mul_assoc, hsq, mul_one]
  rw [c1, c2, h1, h2, h3, h4]
  module
```

The proof treats the three coincidences first. For distinct labels, `h1` to `h4` carry the permutation identities into `A`, and `c1` and `c2` are the two cubic reductions.

The proof turns on the final `module`. This tactic proves equalities between linear combinations by collecting the coefficient of each vector and comparing coefficients in the commutative ring. It treats a product such as `ρ (swap i j) * ρ (swap i k)` as a single unknown vector, and knows nothing of the relations among exchanges. The preceding rewrites must therefore bring all quadratic terms down to the two products $ab$ and $ba$. After that, the coefficient comparison is the one done by hand above.

## A middle parameter equal to u + v

If each particle carries a rapidity $\theta$ and each factor depends on a rapidity difference, then $u=\theta_i-\theta_j$ and $v=\theta_j-\theta_k$ force the outer pair to have $\theta_i-\theta_k=u+v$. The coefficient 1 of $P_{ij}$ fixes the unit in which these differences are measured; in a one-dimensional gas with contact interactions, for example, where the rapidities are the momenta of the particles when they are far apart, that unit is an imaginary multiple of the interaction strength.

With $w=u+v$ the prefactor of the commutator is zero, and

$$F_{ij}(u)F_{ik}(u+v)F_{jk}(v)=F_{jk}(v)F_{ik}(u+v)F_{ij}(u).$$

```lean
/-- Yang-Baxter equation for exchange scattering, for any number of particles and in any
representation of their permutations. -/
theorem yang_baxter (ρ : Perm α →* A) (u v : R) (i j k : α) :
    exchangeFactor ρ u i j * exchangeFactor ρ (u + v) i k * exchangeFactor ρ v j k =
      exchangeFactor ρ v j k * exchangeFactor ρ (u + v) i k * exchangeFactor ρ u i j := by
  have h := scattering_defect ρ u (u + v) v i j k
  rw [sub_self, zero_smul] at h
  exact sub_eq_zero.mp h
```

The group algebra of three particles consists of formal linear combinations of the six permutations. It is the special case in which `ρ` is the inclusion `MonoidAlgebra.of`, with labels 0, 1, 2.

```lean
/-- Yang-Baxter equation in the group algebra of the permutations of three particles, which are
labelled 0, 1, 2. -/
theorem yang_baxter_groupAlgebra (u v : R) :
    let e : MonoidAlgebra R (Perm (Fin 3)) := 1
    let P := fun i j : Fin 3 => MonoidAlgebra.of R (Perm (Fin 3)) (swap i j)
    (u • e + P 0 1) * ((u + v) • e + P 0 2) * (v • e + P 1 2) =
      (v • e + P 1 2) * ((u + v) • e + P 0 2) * (u • e + P 0 1) :=
  yang_baxter (MonoidAlgebra.of R (Perm (Fin 3))) u v 0 1 2
```

## At least two one-particle states

For other values of $w$ the two orders differ by $(u+v-w)(ab-ba)$, and whether this is nonzero depends on the representation. On the full space of wavefunctions it is nonzero, provided that $i,j,k$ are distinct and `S` has at least two elements, which is the hypothesis `Nontrivial S`.

Choose states $s\neq t$. Let the configuration $x$ have particle $k$ in $s$ and all others in $t$, and let $\psi(y)$ be 1 if $y_i=s$ and 0 otherwise. In $(ab\,\psi)(x)$, the label $i$ goes to $k$ under $P_{ik}$ and stays there under $P_{ij}$, so the value is 1. In $(ba\,\psi)(x)$ it goes to $j$ and stays there, so the value is 0. If the two orders agree, then $0=(u+v-w)(1-0)$, and so $w=u+v$.

```lean
/-- On wavefunctions of particles with at least two one-particle states, the two orders of
scattering of three distinct particles agree exactly when the middle parameter is `u + v`. -/
theorem yang_baxter_wavefunction_iff {S : Type*} [Nontrivial S] (u w v : R) {i j k : α}
    (hij : i ≠ j) (hik : i ≠ k) (hjk : j ≠ k) :
    exchangeFactor (permOp R α S) u i j * exchangeFactor (permOp R α S) w i k
        * exchangeFactor (permOp R α S) v j k =
      exchangeFactor (permOp R α S) v j k * exchangeFactor (permOp R α S) w i k
        * exchangeFactor (permOp R α S) u i j ↔ w = u + v := by
  classical
  constructor
  · intro h
    obtain ⟨s, t, hst⟩ := exists_pair_ne S
    have d := scattering_defect (permOp R α S) u w v i j k
    rw [h, sub_self] at d
    -- particle k is in state s, all others in t; the test function asks whether i is in s
    let x : α → S := fun a => if a = k then s else t
    let ψ : (α → S) → R := fun y => if y i = s then 1 else 0
    have e : (0 : R) = (u + v - w) *
        (ψ (fun a => x (swap i j (swap i k a))) - ψ (fun a => x (swap i k (swap i j a)))) :=
      congrFun (LinearMap.congr_fun d ψ) x
    have h1 : ψ (fun a => x (swap i j (swap i k a))) = 1 := by
      simp [ψ, x, Equiv.swap_apply_of_ne_of_ne hik.symm hjk.symm]
    have h2 : ψ (fun a => x (swap i k (swap i j a))) = 0 := by
      simp [ψ, x, Equiv.swap_apply_of_ne_of_ne hij.symm hjk, hjk, hst.symm]
    rw [h1, h2] at e
    linear_combination e
  · rintro rfl
    exact yang_baxter (permOp R α S) u v i j k
```

In the proof, `e` is the difference formula applied to `ψ` and evaluated at `x`, while `h1` and `h2` are the two values just found. The converse direction is `yang_baxter`.

Without the hypothesis on `S`, a single state makes every exchange act as the identity, and any $w$ works. The same happens when two labels coincide. It also happens on totally antisymmetric wavefunctions such as Slater determinants, where each factor $F(u)$ reduces to the number $u-1$, and on totally symmetric ones, where it reduces to $u+1$. For complex wavefunctions, the condition on $w$ is visible only if there is a component of mixed symmetry in the three particles. For electrons, whose full wavefunction is antisymmetric, such components can occur when the exchanges act on the spins alone.

## One pair with opposite parameters

For a single pair, $P_{ij}^2=1$ is the only relation needed:

$$F_{ij}(u)F_{ij}(-u)=-u^2+uP_{ij}-uP_{ij}+P_{ij}^2=1-u^2.$$

```lean
/-- Two-particle inversion relation: scattering with parameter `-u` and then with `u` multiplies
by the scalar `1 - u ^ 2`. -/
theorem exchangeFactor_inversion (ρ : Perm α →* A) (u : R) (i j : α) :
    exchangeFactor ρ u i j * exchangeFactor ρ (-u) i j = (1 - u ^ 2) • (1 : A) := by
  have hsq : ρ (swap i j) * ρ (swap i j) = 1 := by
    rw [← map_mul, Equiv.swap_mul_self, map_one]
  unfold exchangeFactor
  simp only [add_mul, mul_add, smul_mul_assoc, mul_smul_comm, one_mul, mul_one, hsq]
  module

end

end YangBaxterExchange
```

Here `hsq` supplies $P_{ij}^2=1$, and `module` collects the terms. The factors are not normalised: for purely imaginary $u$ and Hermitian $P_{ij}$, the unitary operator is $(u+P_{ij})/\sqrt{1+|u|^2}$. At $u=1$ the product is zero, because $1+P_{ij}$ projects, up to a factor, onto states symmetric in the pair, and $P_{ij}-1$ onto antisymmetric ones.

```lean
#print axioms YangBaxterExchange.yang_baxter_groupAlgebra
#print axioms YangBaxterExchange.yang_baxter_wavefunction_iff
#print axioms YangBaxterExchange.exchangeFactor_inversion
```

```
'YangBaxterExchange.yang_baxter_groupAlgebra' depends on axioms: [propext, Classical.choice, Quot.sound]
'YangBaxterExchange.yang_baxter_wavefunction_iff' depends on axioms: [propext, Classical.choice, Quot.sound]
'YangBaxterExchange.exchangeFactor_inversion' depends on axioms: [propext, Classical.choice, Quot.sound]
```
